# The least strain of an aligned √3 bilayer falls as the inverse square of the largest allowed cell length

Strain is measured here along one common direction and assigned entirely to the layer with the larger lattice constant. That layer has lattice constant √3·a, the other has a, and n > 0 cells of the first are deformed to fit m cells of the second. The magnitude of the strain is

s = |m·a − n·√3·a| / (n·√3·a) = |m/(n√3) − 1|.

In periodic simulations of such bilayers, s is the artificial strain that a longer supercell is meant to reduce. The bounds below concern an exact ratio √3 and a single aligned direction; twist, matching in a second direction and elastic relaxation are left out. Twist can matter a great deal: two triangular lattices with this ratio match exactly, without strain, when turned by 30°. The length of a cell is counted by n throughout; the common period itself is m·a, which is close to n√3·a when the strain is small. The least strain is taken over all cells with n ≤ N, and it is this minimum that falls as 1/N². A longer cell is not always better: for n = 5 the best choice, m = 9, leaves about 3.9%, while m = 7, n = 4 leaves about 1.04%.

## From strain to an integer

Multiplying s·n√3 = |m − n√3| by m + n√3 gives

s·n√3·(m + n√3) = |D|, with D = m² − 3n².

The integer D is not 0, since √3 is irrational. It is not −1 either, since m² = 3n² − 1 would leave remainder 2 modulo 3, and squares leave 0 or 1.

**Lower bound.** If m ≤ 2n, then |D| ≥ 1 and n√3(m + n√3) ≤ (3 + 2√3)n². If m > 2n, then s > 2/√3 − 1 = 1/(3 + 2√3), and n² ≥ 1. Either way

s ≥ 1/((3 + 2√3)n²) ≥ 1/(4√3 n²),

where the last step uses 3 ≤ 2√3.

**Good cells.** Call a cell (m, n) good if s < 1/(6n²). For a good cell, since m ≤ (1 + s)n√3,

|D| ≤ 3n²s(2 + s) = 6n²s(1 + s/2) < 2,

so D = 1. Conversely, D = 1 gives m > n√3, hence n√3(m + n√3) > 6n² and s < 1/(6n²).

The map (m, n) → (2m + 3n, m + 2n) preserves D:

(2m + 3n)² − 3(m + 2n)² = m² − 3n².

Starting from (2, 1), it produces infinitely many good cells. Each has m ≤ 2n, so the next is at most four times longer. Every N ≥ 1 therefore has a good cell with N/4 < n ≤ N, whose strain is below 8/(3N²).

**A hundredfold reduction.** Applying the map twice to a good cell gives n′ = 4m + 7n. Because n ≤ m ≤ 2n, we have 11n ≤ n′ ≤ 15n, and

s′ < 1/(726n²) < 1/(700n²) < s/100.

Conversely, any cell with s′ ≤ s/100 satisfies

1/((3 + 2√3)n′²) ≤ s′ < 1/(600n²),

which forces n′ > 9.6n.

**The smallest good cell.** For m = 2, n = 1 the strain is 2/√3 − 1 ≈ 15.5%, and the lower bound is an equality. The next two good cells are (7, 4) with about 1.04% and (26, 15) with about 0.074%. From (2, 1) to (26, 15), n grows by a factor of 15 and the period m·a by a factor of 13, while the strain becomes about 209 times smaller.

## The strain and its integer in Lean

In `strain`, the counts are natural numbers and the quotient is real.

```lean
import Mathlib

open Real

namespace SqrtThreeBilayer

/-- Residual strain when `n` cells of the layer with the `√3` times larger lattice constant
are matched to `m` cells of the other layer; the domain is `n > 0`. -/
noncomputable def strain (m n : ℕ) : ℝ := |(m : ℝ) / (n * √3) - 1|
```

The first theorem identifies this number with the relative length mismatch for any a > 0; a cancels.

```lean
/-- For lattice constants `a > 0` and `√3 a`, and `n > 0`, the strain is the length mismatch of
the two matched segments divided by the length of the segment of `n` cells. -/
theorem strain_eq_length_mismatch (a : ℝ) (ha : 0 < a) (m n : ℕ) (hn : 0 < n) :
    strain m n = |m * a - n * (√3 * a)| / (n * (√3 * a)) := by
  have hn' : (0 : ℝ) < n := by exact_mod_cast hn
  have ht : 0 < √3 := by positivity
  have hp : 0 < (n : ℝ) * (√3 * a) := by positivity
  have h : (m : ℝ) / (n * √3) - 1 = (m * a - n * (√3 * a)) / (n * (√3 * a)) := by
    rw [sub_div, div_self hp.ne', ← mul_assoc, mul_div_mul_right _ _ ha.ne']
  rw [strain, h, abs_div, abs_of_pos hp]
```

Next comes the factorisation. `linear_combination` combines the cancelled quotient with √3² = 3.

```lean
/-- For `n > 0` the strain, multiplied by `n√3 (m + n√3)`, is the integer `|m² - 3n²|`. -/
theorem strain_mul (m n : ℕ) (hn : 0 < n) :
    strain m n * (n * √3 * (m + n * √3)) = |(m : ℝ) ^ 2 - 3 * (n : ℝ) ^ 2| := by
  have hn' : (0 : ℝ) < n := by exact_mod_cast hn
  have ht : √3 ^ 2 = 3 := Real.sq_sqrt (by norm_num)
  have hp : 0 < (n : ℝ) * √3 := by positivity
  have h : (m : ℝ) ^ 2 - 3 * (n : ℝ) ^ 2
      = ((m : ℝ) / (n * √3) - 1) * (n * √3 * (m + n * √3)) := by
    have e : (m : ℝ) / (n * √3) * (n * √3) = m := div_mul_cancel₀ _ hp.ne'
    generalize (m : ℝ) / (n * √3) = X at e ⊢
    linear_combination (-(m + n * √3)) * e + (n : ℝ) ^ 2 * ht
  rw [h, abs_mul, abs_of_nonneg (show (0 : ℝ) ≤ n * √3 * (m + n * √3) by positivity), strain]
```

The two excluded values of D are written as equations between natural numbers, which avoids subtraction.

```lean
/-- For `n > 0` the integer `m² - 3n²` is neither `0` nor `-1`. -/
theorem defect_ne (m n : ℕ) (hn : 0 < n) : m ^ 2 ≠ 3 * n ^ 2 ∧ m ^ 2 + 1 ≠ 3 * n ^ 2 := by
  constructor
  · -- equality would make `√3` rational
    intro h
    have hn' : (0 : ℝ) < n := by exact_mod_cast hn
    have hR : (m : ℝ) ^ 2 = 3 * (n : ℝ) ^ 2 := by exact_mod_cast h
    have h3 : ((m : ℝ) / n) ^ 2 = 3 := by
      rw [div_pow, div_eq_iff (by positivity), hR]
    have hs : √3 = (m : ℝ) / n := by
      rw [← h3, Real.sqrt_sq (by positivity)]
    have hirr : Irrational √3 := by
      simpa using Nat.Prime.irrational_sqrt Nat.prime_three
    exact hirr ⟨(m : ℚ) / n, by rw [hs]; push_cast; rfl⟩
  · -- a square is `0` or `1` modulo 3
    have key : m ^ 2 % 3 = 0 ∨ m ^ 2 % 3 = 1 := by
      have h : m % 3 = 0 ∨ m % 3 = 1 ∨ m % 3 = 2 := by omega
      rcases h with h | h | h <;> simp [Nat.pow_mod, h]
    omega
```

## The bound and the cells that nearly reach it

The proof splits at m = 2n as above. The statement also allows m = 0.

```lean
/-- Every matching with `n > 0` leaves a strain of at least `1/((3 + 2√3) n²)`. -/
theorem strain_lower (m n : ℕ) (hn : 0 < n) :
    1 / ((3 + 2 * √3) * (n : ℝ) ^ 2) ≤ strain m n := by
  have hn' : (0 : ℝ) < n := by exact_mod_cast hn
  have h1 : (1 : ℝ) ≤ n := by exact_mod_cast hn
  have ht : √3 ^ 2 = 3 := Real.sq_sqrt (by norm_num)
  have ht0 : 0 < √3 := by positivity
  have hs : 0 ≤ strain m n := abs_nonneg _
  rw [div_le_iff₀ (by positivity)]
  rcases le_or_gt m (2 * n) with hm | hm
  · have hm' : (m : ℝ) ≤ 2 * n := by exact_mod_cast hm
    have habs : 1 ≤ |(m : ℝ) ^ 2 - 3 * (n : ℝ) ^ 2| := by
      rcases lt_or_gt_of_ne (defect_ne m n hn).1 with h | h
      · have h' : (m : ℝ) ^ 2 + 1 ≤ 3 * (n : ℝ) ^ 2 := by exact_mod_cast h
        exact le_abs.2 (Or.inr (by linarith))
      · have h' : 3 * (n : ℝ) ^ 2 + 1 ≤ (m : ℝ) ^ 2 := by exact_mod_cast h
        exact le_abs.2 (Or.inl (by linarith))
    rw [← strain_mul m n hn] at habs
    refine habs.trans (mul_le_mul_of_nonneg_left ?_ hs)
    have e : (n : ℝ) ^ 2 * √3 ^ 2 = n ^ 2 * 3 := by rw [ht]
    nlinarith [mul_le_mul_of_nonneg_left hm' (mul_pos hn' ht0).le]
  · -- far from matching, the strain is at least `2/√3 - 1`
    have hm' : 2 * (n : ℝ) ≤ m := by exact_mod_cast hm.le
    have hl : (m : ℝ) / (n * √3) ≤ strain m n + 1 := by
      have := le_abs_self ((m : ℝ) / (n * √3) - 1)
      rw [strain]; linarith
    rw [div_le_iff₀ (by positivity)] at hl
    have h2 : 2 ≤ (strain m n + 1) * √3 :=
      le_of_mul_le_mul_left (by linarith) hn'
    have h3 : 1 ≤ strain m n * (3 + 2 * √3) := by
      nlinarith [mul_le_mul_of_nonneg_right h2 (by positivity : 0 ≤ 2 + √3)]
    have h4 : (1 : ℝ) ≤ (n : ℝ) ^ 2 := one_le_pow₀ h1
    nlinarith [mul_le_mul h3 h4 zero_le_one (by linarith)]

/-- Two cells matched to one leave a strain of exactly `1/(3 + 2√3)`. -/
theorem strain_two_one : strain 2 1 = 1 / (3 + 2 * √3) := by
  have ht : √3 ^ 2 = 3 := Real.sq_sqrt (by norm_num)
  have h := strain_mul 2 1 one_pos
  have e : ((2 : ℕ) : ℝ) ^ 2 - 3 * ((1 : ℕ) : ℝ) ^ 2 = 1 := by norm_num
  rw [e, abs_one] at h
  push_cast at h
  rw [eq_div_iff (by positivity)]
  linear_combination h - strain 2 1 * ht
```

The equivalence for good cells follows the estimate |D| < 2; `omega` then selects D = 1.

```lean
/-- For `n > 0` the strain is below `1/(6n²)` exactly when `m² = 3n² + 1`. -/
theorem strain_lt_iff (m n : ℕ) (hn : 0 < n) :
    strain m n < 1 / (6 * (n : ℝ) ^ 2) ↔ m ^ 2 = 3 * n ^ 2 + 1 := by
  have hn' : (0 : ℝ) < n := by exact_mod_cast hn
  have h1 : (1 : ℝ) ≤ (n : ℝ) ^ 2 := one_le_pow₀ (by exact_mod_cast hn)
  have ht : √3 ^ 2 = 3 := Real.sq_sqrt (by norm_num)
  have hp : 0 < (n : ℝ) * √3 := by positivity
  have hp2 : ((n : ℝ) * √3) ^ 2 = 3 * n ^ 2 := by rw [mul_pow, ht]; ring
  have hs : 0 ≤ strain m n := abs_nonneg _
  have hmul := strain_mul m n hn
  rw [lt_div_iff₀ (by positivity)]
  constructor
  · intro h
    have hl : (m : ℝ) / (n * √3) ≤ strain m n + 1 := by
      have := le_abs_self ((m : ℝ) / (n * √3) - 1)
      rw [strain]; linarith
    rw [div_le_iff₀ hp] at hl
    -- a small strain forces `|m² - 3n²| < 2`
    have hD : |(m : ℝ) ^ 2 - 3 * (n : ℝ) ^ 2| < 2 := by
      rw [← hmul]
      have h6 : strain m n < 1 := by nlinarith
      calc strain m n * (n * √3 * (m + n * √3))
          ≤ strain m n * (n * √3 * ((strain m n + 1) * (n * √3) + n * √3)) := by gcongr
        _ = strain m n * (6 * n ^ 2) * (1 + strain m n / 2) := by
            linear_combination strain m n * (strain m n + 2) * hp2
        _ < 2 := by nlinarith
    obtain ⟨ha, hb⟩ := abs_lt.1 hD
    have ha' : 3 * n ^ 2 < m ^ 2 + 2 := by
      have : 3 * (n : ℝ) ^ 2 < (m : ℝ) ^ 2 + 2 := by linarith
      exact_mod_cast this
    have hb' : m ^ 2 < 3 * n ^ 2 + 2 := by
      have : (m : ℝ) ^ 2 < 3 * (n : ℝ) ^ 2 + 2 := by linarith
      exact_mod_cast this
    have := defect_ne m n hn
    omega
  · intro h
    have hR : (m : ℝ) ^ 2 = 3 * (n : ℝ) ^ 2 + 1 := by exact_mod_cast h
    have hm : (n : ℝ) * √3 < m :=
      lt_of_pow_lt_pow_left₀ 2 (by positivity) (by linarith)
    rw [hR, add_sub_cancel_left, abs_one] at hmul
    have hs' : 0 < strain m n := by
      refine lt_of_le_of_ne hs fun h0 => ?_
      rw [← h0, zero_mul] at hmul
      exact zero_ne_one hmul
    rw [← hmul]
    exact mul_lt_mul_of_pos_left (by nlinarith [mul_lt_mul_of_pos_left hm hp]) hs'
```

Induction on N keeps the current cell while N + 1 < 4n and otherwise moves to the next one.

```lean
/-- For every `N ≥ 1` some cell with `N/4 < n ≤ N` satisfies `m² = 3n² + 1`. -/
theorem exists_cell (N : ℕ) (hN : 1 ≤ N) :
    ∃ m n : ℕ, 0 < n ∧ n ≤ N ∧ N < 4 * n ∧ m ^ 2 = 3 * n ^ 2 + 1 := by
  induction N, hN using Nat.le_induction with
  | base => exact ⟨2, 1, by norm_num⟩
  | succ N hN ih =>
    obtain ⟨m, n, h0, h1, h2, h3⟩ := ih
    by_cases h : N + 1 < 4 * n
    · exact ⟨m, n, h0, by omega, h, h3⟩
    · -- pass to the next cell, at most four times longer
      have hm : m ≤ 2 * n := by nlinarith
      exact ⟨2 * m + 3 * n, m + 2 * n, by omega, by omega, by omega, by nlinarith⟩
```

## Scaling and the cost of a hundredfold reduction

`strain_bounds` joins the weaker universal bound to the infinitude of good n. To find one beyond a given N, it applies `exists_cell` at 4N + 1.

```lean
/-- Every matching with `n > 0` has strain at least `1/(4√3 n²)`, while infinitely many `n`
admit a positive `m` with strain below `1/(6n²)`. -/
theorem strain_bounds :
    (∀ m n : ℕ, 0 < n → 1 / (4 * √3 * (n : ℝ) ^ 2) ≤ strain m n) ∧
    {n : ℕ | 0 < n ∧ ∃ m : ℕ, 0 < m ∧ strain m n < 1 / (6 * (n : ℝ) ^ 2)}.Infinite := by
  constructor
  · intro m n hn
    have hn' : (0 : ℝ) < n := by exact_mod_cast hn
    have ht : 3 / 2 ≤ √3 := Real.le_sqrt_of_sq_le (by norm_num)
    refine le_trans (one_div_le_one_div_of_le (by positivity) ?_) (strain_lower m n hn)
    exact mul_le_mul_of_nonneg_right (by linarith) (by positivity)
  · refine Set.infinite_of_forall_exists_gt fun N => ?_
    obtain ⟨m, n, h0, -, h2, h3⟩ := exists_cell (4 * N + 1) (by omega)
    exact ⟨n, ⟨h0, m, by nlinarith, (strain_lt_iff m n h0).2 h3⟩, by omega⟩
```

`best_strain_scaling` encloses the least strain among cells with n ≤ N between two multiples of 1/N².

```lean
/-- For `N ≥ 1`, among cells with `0 < n ≤ N`, some strain is below `8/(3N²)` and none is below
`1/((3 + 2√3) N²)`. -/
theorem best_strain_scaling (N : ℕ) (hN : 1 ≤ N) :
    (∃ m n : ℕ, 0 < m ∧ 0 < n ∧ n ≤ N ∧ strain m n < 8 / (3 * (N : ℝ) ^ 2)) ∧
    ∀ m n : ℕ, 0 < n → n ≤ N → 1 / ((3 + 2 * √3) * (N : ℝ) ^ 2) ≤ strain m n := by
  have hN' : (0 : ℝ) < N := by exact_mod_cast hN
  constructor
  · obtain ⟨m, n, h0, h1, h2, h3⟩ := exists_cell N hN
    have hn' : (0 : ℝ) < n := by exact_mod_cast h0
    have h4 : (N : ℝ) ≤ 4 * n := by exact_mod_cast h2.le
    refine ⟨m, n, by nlinarith, h0, h1, ((strain_lt_iff m n h0).2 h3).trans_le ?_⟩
    rw [div_le_div_iff₀ (by positivity) (by positivity)]
    nlinarith
  · intro m n h0 h1
    have hn' : (0 : ℝ) < n := by exact_mod_cast h0
    have h2 : (n : ℝ) ≤ N := by exact_mod_cast h1
    refine le_trans (one_div_le_one_div_of_le (by positivity) ?_) (strain_lower m n h0)
    gcongr
```

The last theorem bounds the extra length, counted by n, that a hundredfold reduction takes: more than 9.6 times longer is necessary, and at most 15 times suffices. Its hypothesis `h` says that the starting cell is good. Without this hypothesis the factor 9.6 can fail: (9, 5) is not good and has a strain of about 3.9%, while (71, 41), with n only 8.2 times larger, has about 0.020%.

```lean
/-- Start from a cell with `n > 0` and strain below `1/(6n²)`. A strain at least 100 times smaller
is reached by some cell at most 15 times longer, and only by cells more than 9.6 times longer. -/
theorem hundredfold_cost (m n : ℕ) (hn : 0 < n) (h : strain m n < 1 / (6 * (n : ℝ) ^ 2)) :
    (∃ m' n' : ℕ, 0 < m' ∧ 0 < n' ∧ n' ≤ 15 * n ∧ strain m' n' ≤ strain m n / 100) ∧
    ∀ m' n' : ℕ, 0 < n' → strain m' n' ≤ strain m n / 100 → 9.6 * (n : ℝ) < n' := by
  have hn' : (0 : ℝ) < n := by exact_mod_cast hn
  have ht : √3 ≤ 1.733 := Real.sqrt_le_iff.2 (by norm_num)
  constructor
  · have hp := (strain_lt_iff m n hn).1 h
    have hm : m ≤ 2 * n := by nlinarith
    have hm1 : n ≤ m := by nlinarith
    have hk : 0 < 4 * m + 7 * n := by omega
    refine ⟨7 * m + 12 * n, 4 * m + 7 * n, by omega, hk, by omega, ?_⟩
    have hs := (strain_lt_iff (7 * m + 12 * n) (4 * m + 7 * n) hk).2 (by nlinarith)
    have hl : 11 * (n : ℝ) ≤ ((4 * m + 7 * n : ℕ) : ℝ) := by
      exact_mod_cast (by omega : 11 * n ≤ 4 * m + 7 * n)
    have hc : 1 / (6 * ((4 * m + 7 * n : ℕ) : ℝ) ^ 2)
        ≤ 1 / ((3 + 2 * √3) * (n : ℝ) ^ 2) / 100 := by
      rw [div_div]
      refine one_div_le_one_div_of_le (by positivity) ?_
      have h7 : (3 + 2 * √3) * (n : ℝ) ^ 2 ≤ 7 * (n : ℝ) ^ 2 :=
        mul_le_mul_of_nonneg_right (by linarith) (by positivity)
      nlinarith
    linarith [strain_lower m n hn]
  · intro m' n' h0 hs
    by_contra hc
    have hc' : (n' : ℝ) ≤ 9.6 * n := not_lt.1 hc
    have hk : (0 : ℝ) < n' := by exact_mod_cast h0
    have hl := strain_lower m' n' h0
    -- a shorter cell would violate the universal lower bound
    have hb : (3 + 2 * √3) * (n' : ℝ) ^ 2 ≤ 6.466 * (9.6 * (n : ℝ)) ^ 2 := by
      gcongr
      linarith
    have h6 : 1 / (600 * (n : ℝ) ^ 2) ≤ 1 / ((3 + 2 * √3) * (n' : ℝ) ^ 2) :=
      one_div_le_one_div_of_le (by positivity) (by nlinarith [sq_nonneg (n : ℝ)])
    have h7 : 1 / (600 * (n : ℝ) ^ 2) = 1 / (6 * (n : ℝ) ^ 2) / 100 := by
      rw [div_div]; congr 1; ring
    linarith

end SqrtThreeBilayer
```

```lean
#print axioms SqrtThreeBilayer.strain_eq_length_mismatch
-- 'SqrtThreeBilayer.strain_eq_length_mismatch' depends on axioms: [propext, Classical.choice, Quot.sound]
#print axioms SqrtThreeBilayer.strain_bounds
-- 'SqrtThreeBilayer.strain_bounds' depends on axioms: [propext, Classical.choice, Quot.sound]
#print axioms SqrtThreeBilayer.best_strain_scaling
-- 'SqrtThreeBilayer.best_strain_scaling' depends on axioms: [propext, Classical.choice, Quot.sound]
#print axioms SqrtThreeBilayer.hundredfold_cost
-- 'SqrtThreeBilayer.hundredfold_cost' depends on axioms: [propext, Classical.choice, Quot.sound]
```
